# Time reversal and the constant probability current of stationary states in a real one-dimensional potential

A stationary state of a particle on a line is described here by a function that satisfies a differential equation at each point. A solution is a function ψ from the real line to the complex numbers, together with two further functions ψ' and ψ'' that are its first and second derivatives at every point, and the equation

    −ψ''(x) + V(x) ψ(x) = E ψ(x)

holds at every x. The potential V is any real function, with no continuity assumed, and the energy E is a real number. Square integrability is not required, so scattering states are admitted along with bound states. The particle is spinless, there is no vector potential, and the units are ħ²/2m = 1 for a particle of mass m.

## Conjugate solution, Wronskian and current

Write ψ* for the complex conjugate of ψ and define

    j(x) = Im( ψ*(x) ψ'(x) ).

The physical probability current is (ħ/m) j, and the constant factor plays no part below. The claim is that, for a solution in the sense above, ψ* solves the same equation, j does not depend on x, and j is zero everywhere if ψ vanishes at some point.

Conjugation is a real-linear continuous map and x is real, so (ψ*)' = (ψ')* and (ψ*)'' = (ψ'')*. Conjugating the equation and using V* = V and E* = E gives

    −(ψ*)'' + V ψ* = E ψ*,

which is the first claim. For a spinless particle ψ ↦ ψ* is the time-reversal operation.

Let φ and ψ be two solutions with the same V and E, and let their Wronskian be W(φ, ψ) = φψ' − φ'ψ. The product rule gives

    W' = φ'ψ' + φψ'' − φ''ψ − φ'ψ' = φψ'' − φ''ψ.

The two equations read ψ'' = (V − E)ψ and φ'' = (V − E)φ, so

    W' = (V − E)φψ − (V − E)φψ = 0.

A function on the whole line whose derivative vanishes everywhere is constant. Only the value of V at the point x has entered, and it has cancelled, so no regularity of V is needed.

Now take φ = ψ* and set z = ψ*ψ'. Its conjugate is z* = (ψ')*ψ, and therefore

    W(ψ*, ψ) = ψ*ψ' − (ψ')*ψ = z − z* = 2i Im z = 2i j.

The left side is constant, so j is constant. If ψ(x₀) = 0 for some x₀, then j(x₀) = Im(0 · ψ'(x₀)) = 0, and constancy carries this value to every x.

The contrapositive says that a solution with j(x₁) ≠ 0 at one point x₁ has no node. Such a solution is also linearly independent of its conjugate. Suppose aψ + bψ* = 0 everywhere, with complex constants a and b. Differentiating gives aψ' + b(ψ')* = 0. Multiplying the second relation by ψ* and the first by (ψ')* and subtracting removes b; multiplying the first by ψ' and the second by ψ and subtracting removes a. With W = W(ψ*, ψ) at x₁ the results are

    aW = 0,   bW = 0,   W = 2i j(x₁) ≠ 0,

so a = b = 0. A current-carrying solution thus has an independent partner at the same energy. The argument uses j ≠ 0, and the pairing differs from Kramers degeneracy, which concerns a time reversal that squares to −1, whereas conjugation squares to +1.

For a complex potential U and complex energy ε, with −ψ'' + Uψ = εψ, the current is differentiated directly:

    j' = Im( (ψ')*ψ' + ψ*ψ'' ) = Im( |ψ'|² + (U − ε)|ψ|² ) = Im(U − ε) |ψ|².

For one particle in one dimension at fixed real energy, the constancy of j is the flux balance between the two sides of a barrier, and the last formula gives the local loss of flux in a region where an absorbing potential has Im U < 0.

## Solutions, current and Wronskian as Lean objects

```lean
import Mathlib

open Complex ComplexConjugate

namespace RealHamiltonianCurrent
```

After these opening lines `conj` is complex conjugation and `I` is the imaginary unit.

```lean
/-- `ψ` is twice differentiable with derivatives `ψ'`, `ψ''` and solves the stationary
Schrödinger equation `-ψ'' + V ψ = E ψ` with real potential `V` and real energy `E`. -/
structure Solves (V : ℝ → ℝ) (E : ℝ) (ψ ψ' ψ'' : ℝ → ℂ) : Prop where
  d1 : ∀ x, HasDerivAt ψ (ψ' x) x
  d2 : ∀ x, HasDerivAt ψ' (ψ'' x) x
  eqn : ∀ x, -ψ'' x + (V x : ℂ) * ψ x = (E : ℂ) * ψ x
```

`Solves V E ψ ψ' ψ''` is a proposition with three fields. `HasDerivAt ψ (ψ' x) x` says that ψ is differentiable at x with derivative ψ'(x), so `d1` and `d2` turn the independent names `ψ'` and `ψ''` into the true derivatives. The field `eqn` is the Schrödinger equation at each point. The reality of potential and energy is carried by the types `V : ℝ → ℝ` and `E : ℝ`, and the casts `(V x : ℂ)` and `(E : ℂ)` embed these real numbers in ℂ. Since ψ' must be differentiable at every real x, the definition does not cover delta potentials, hard walls or problems posed on an interval. It also leaves out the usual matched solution at a potential step, whose ψ' has a kink there unless ψ vanishes at the step.

```lean
/-- The probability current `j = Im(conj ψ · ψ')`. -/
def current (ψ ψ' : ℝ → ℂ) (x : ℝ) : ℝ := (conj (ψ x) * ψ' x).im

/-- The Wronskian `W(φ, ψ) = φ ψ' - φ' ψ`. -/
def wronskian (φ φ' ψ ψ' : ℝ → ℂ) (x : ℝ) : ℂ := φ x * ψ' x - φ' x * ψ x

/-- Time reversal of a spinless wave function: pointwise complex conjugation. -/
def timeRev (ψ : ℝ → ℂ) : ℝ → ℂ := fun x => conj (ψ x)
```

The current and the Wronskian take the derivative as a separate argument and are algebraic expressions in the values at x. They have their usual meaning when the functions passed as derivatives are the true derivatives, which a `Solves` hypothesis guarantees. `timeRev` conjugates a function pointwise and is applied to ψ, ψ' and ψ'' alike.

## Time reversal and the constancy of W and j

```lean
variable {V : ℝ → ℝ} {E : ℝ} {φ φ' φ'' ψ ψ' ψ'' : ℝ → ℂ}

/-- For real `V` and `E`, the complex conjugate of a solution solves the same equation. -/
theorem timeRev_solves (h : Solves V E ψ ψ' ψ'') :
    Solves V E (timeRev ψ) (timeRev ψ') (timeRev ψ'') := by
  refine ⟨fun x => (h.d1 x).star, fun x => (h.d2 x).star, fun x => ?_⟩
  -- conjugate the equation; `V` and `E` are fixed by conjugation
  have h1 := congrArg (starRingEnd ℂ) (h.eqn x)
  simp only [map_add, map_neg, map_mul, conj_ofReal] at h1
  exact h1
```

The conclusion is `Solves` with the same `V` and `E` for the three conjugated functions. The terms `(h.d1 x).star` and `(h.d2 x).star` express (ψ*)' = (ψ')* and its analogue for ψ'. The line with `congrArg` conjugates both sides of the equation, and `conj_ofReal` is the step V* = V, E* = E, the place where reality is used.

```lean
/-- The Wronskian of two solutions with the same potential and energy is independent of
position. -/
theorem wronskian_const (hφ : Solves V E φ φ' φ'') (hψ : Solves V E ψ ψ' ψ'') (x y : ℝ) :
    wronskian φ φ' ψ ψ' x = wronskian φ φ' ψ ψ' y := by
  have hd : ∀ t, HasDerivAt (wronskian φ φ' ψ ψ') 0 t := by
    intro t
    have h1 := ((hφ.d1 t).fun_mul (hψ.d2 t)).fun_sub ((hφ.d2 t).fun_mul (hψ.d1 t))
    -- W' = φ ψ'' - φ'' ψ, which vanishes by the two equations
    refine HasDerivAt.congr_deriv h1 ?_
    linear_combination (ψ t) * hφ.eqn t - (φ t) * hψ.eqn t
  exact is_const_of_deriv_eq_zero (fun t => (hd t).differentiableAt) (fun t => (hd t).deriv) x y
```

Constancy is stated as equality of the values at any two points x and y. The term `h1` is the product rule for φψ' − φ'ψ with all four terms. The `linear_combination` step multiplies the equation for φ by ψ, subtracts φ times the equation for ψ, and obtains φψ'' − φ''ψ = 0. The lemma `is_const_of_deriv_eq_zero` passes from zero derivative to a constant function.

```lean
/-- The Wronskian of `conj ψ` and `ψ` equals `2 i` times the probability current. -/
theorem wronskian_timeRev (ψ ψ' : ℝ → ℂ) (x : ℝ) :
    wronskian (timeRev ψ) (timeRev ψ') ψ ψ' x = 2 * I * (current ψ ψ' x : ℂ) := by
  unfold wronskian timeRev current
  generalize ψ x = a
  generalize ψ' x = b
  apply Complex.ext
  · simp only [sub_re, mul_re, mul_im, conj_re, conj_im, ofReal_re, ofReal_im, I_re, I_im,
      re_ofNat, im_ofNat]
    ring
  · simp only [sub_im, mul_re, mul_im, conj_re, conj_im, ofReal_re, ofReal_im, I_re, I_im,
      re_ofNat, im_ofNat]
    ring
```

This identity has no hypothesis and holds for any two functions. The proof names the values a = ψ(x) and b = ψ'(x) and checks conj(a) b − conj(b) a = 2i Im(conj(a) b) on real and imaginary parts.

```lean
/-- The probability current of a solution with real `V` and `E` is independent of position. -/
theorem current_const (h : Solves V E ψ ψ' ψ'') (x y : ℝ) :
    current ψ ψ' x = current ψ ψ' y := by
  have h1 := wronskian_const (timeRev_solves h) h x y
  rw [wronskian_timeRev, wronskian_timeRev] at h1
  have h2 : (2 * I : ℂ) ≠ 0 := mul_ne_zero two_ne_zero I_ne_zero
  exact_mod_cast mul_left_cancel₀ h2 h1
```

The Wronskian of ψ* and ψ is constant by the first two theorems. Rewriting both sides gives 2i j(x) = 2i j(y), and the nonzero factor 2i is cancelled.

```lean
/-- For a solution with real `V` and `E`: `conj ψ` solves the same equation, the current is
constant, and the current vanishes everywhere if `ψ` has a zero. -/
theorem real_hamiltonian_current (h : Solves V E ψ ψ' ψ'') :
    Solves V E (timeRev ψ) (timeRev ψ') (timeRev ψ'') ∧
    (∀ x y, current ψ ψ' x = current ψ ψ' y) ∧
    ((∃ x₀, ψ x₀ = 0) → ∀ x, current ψ ψ' x = 0) := by
  refine ⟨timeRev_solves h, current_const h, ?_⟩
  rintro ⟨x₀, h0⟩ x
  -- evaluate the constant current at the node
  rw [current_const h x x₀]
  simp [current, h0]
```

This is the main theorem. For any solution with real V and E, the conjugate solves the same equation, j(x) = j(y) for all x and y, and the existence of one x₀ with ψ(x₀) = 0 implies j(x) = 0 for all x. The third part replaces j(x) by j(x₀) and evaluates it at the node.

## Current-carrying solutions

```lean
/-- A solution whose current is nonzero at one point has no zero, and it is linearly
independent of its complex conjugate. -/
theorem current_ne_zero_nodeless_independent (h : Solves V E ψ ψ' ψ'') {x₁ : ℝ}
    (hj : current ψ ψ' x₁ ≠ 0) :
    (∀ x, ψ x ≠ 0) ∧
    ∀ a b : ℂ, (∀ x, a * ψ x + b * timeRev ψ x = 0) → a = 0 ∧ b = 0 := by
  refine ⟨fun x hx => hj ((real_hamiltonian_current h).2.2 ⟨x, hx⟩ x₁), fun a b hab => ?_⟩
  -- differentiate the vanishing linear combination
  have hd := ((h.d1 x₁).const_mul a).fun_add (((timeRev_solves h).d1 x₁).const_mul b)
  have hz : HasDerivAt (fun x => a * ψ x + b * timeRev ψ x) 0 x₁ := by
    have hf : (fun x => a * ψ x + b * timeRev ψ x) = fun _ => (0 : ℂ) := funext hab
    rw [hf]
    exact hasDerivAt_const x₁ 0
  have h1 : a * ψ' x₁ + b * timeRev ψ' x₁ = 0 := hd.unique hz
  have h0 := hab x₁
  -- the determinant of this 2 × 2 system is the Wronskian `2 i j ≠ 0`
  have hW : wronskian (timeRev ψ) (timeRev ψ') ψ ψ' x₁ ≠ 0 := by
    rw [wronskian_timeRev]
    exact mul_ne_zero (mul_ne_zero two_ne_zero I_ne_zero) (ofReal_ne_zero.mpr hj)
  have ha : a * wronskian (timeRev ψ) (timeRev ψ') ψ ψ' x₁ = 0 := by
    unfold wronskian
    linear_combination (timeRev ψ x₁) * h1 - (timeRev ψ' x₁) * h0
  have hb : b * wronskian (timeRev ψ) (timeRev ψ') ψ ψ' x₁ = 0 := by
    unfold wronskian
    linear_combination (ψ' x₁) * h0 - (ψ x₁) * h1
  exact ⟨(mul_eq_zero.mp ha).resolve_right hW, (mul_eq_zero.mp hb).resolve_right hW⟩
```

The hypothesis `hj` is j(x₁) ≠ 0 at a single point. The first conclusion is the absence of nodes, obtained from the third part of the main theorem. The second is linear independence of ψ and ψ* over ℂ, written out for two coefficients. In the proof, `hd` gives the derivative of aψ + bψ* at x₁ term by term, `hz` says that this derivative is zero because the function is identically zero, and uniqueness of derivatives yields `h1`. The steps `ha` and `hb` are the two eliminations that give aW = 0 and bW = 0.

## Complex potential and energy

```lean
/-- For a complex potential `U` and complex energy `ε`, the current of a solution of
`-ψ'' + U ψ = ε ψ` has derivative `Im(U - ε) |ψ|²`. -/
theorem current_hasDerivAt_complex {U : ℝ → ℂ} {ε : ℂ} {x : ℝ}
    (d1 : HasDerivAt ψ (ψ' x) x) (d2 : HasDerivAt ψ' (ψ'' x) x)
    (eqn : -ψ'' x + U x * ψ x = ε * ψ x) :
    HasDerivAt (current ψ ψ') ((U x - ε).im * normSq (ψ x)) x := by
  have hc : HasDerivAt (fun t => conj (ψ t)) (conj (ψ' x)) x := d1.star
  have h1 : HasDerivAt (current ψ ψ') (conj (ψ' x) * ψ' x + conj (ψ x) * ψ'' x).im x :=
    imCLM.hasFDerivAt.comp_hasDerivAt x (hc.fun_mul d2)
  refine h1.congr_deriv ?_
  -- `|ψ'|²` is real, and `ψ'' = (U - ε) ψ`
  have h2 : ψ'' x = (U x - ε) * ψ x := by linear_combination -eqn
  rw [h2]
  generalize U x - ε = w
  simp only [add_im, mul_im, mul_re, conj_re, conj_im, normSq_apply]
  ring
```

This statement is local: the derivatives and the equation are assumed only at the point x, and the conclusion is the derivative of j at x, with `normSq (ψ x)` equal to |ψ(x)|². The term `h1` is the product rule for ψ*ψ' composed with the imaginary part `imCLM`, and `h2` solves the equation for ψ''. The derivative vanishes at x exactly when Im U(x) = Im ε or ψ(x) = 0.

## The plane wave

```lean
/-- The plane wave `exp(i k x)`. -/
noncomputable def planeWave (k : ℝ) (x : ℝ) : ℂ := exp (I * k * x)
```

For real k, the function ψ(x) = exp(ikx) has ψ' = ikψ and ψ'' = (ik)²ψ = −k²ψ, so it solves the equation with V = 0 and E = k². Its current is

    j = Im( ψ* · ikψ ) = k|ψ|² = k.

For k ≠ 0 this is a solution with nonzero current, so the condition that ψ have a zero is doing real work in the main theorem. For k = 0 the function is the constant 1, which has j = 0 and no node, so zero current does not imply a node. In the proof, `hd` is the chain rule for the exponential, `I_sq` supplies i² = −1 in the equation, and `hn` is |exp(ikx)|² = 1.

```lean
/-- The plane wave `exp(i k x)` solves the free equation with energy `k²` and carries the
current `k` everywhere. -/
theorem planeWave_witness (k : ℝ) :
    Solves (fun _ => 0) (k ^ 2) (planeWave k) (fun x => I * k * planeWave k x)
      (fun x => I * k * (I * k * planeWave k x)) ∧
    ∀ x, current (planeWave k) (fun x => I * k * planeWave k x) x = k := by
  have hd : ∀ x : ℝ, HasDerivAt (planeWave k) (I * k * planeWave k x) x := by
    intro x
    have h0 : HasDerivAt (fun t : ℝ => (t : ℂ)) 1 x := ofRealCLM.hasDerivAt
    refine HasDerivAt.congr_deriv (h0.const_mul (I * k)).cexp ?_
    unfold planeWave
    ring
  refine ⟨⟨hd, fun x => (hd x).const_mul (I * k), fun x => ?_⟩, fun x => ?_⟩
  · push_cast
    linear_combination (-(k : ℂ) ^ 2 * planeWave k x) * I_sq
  · -- the plane wave has unit modulus
    have hn : normSq (planeWave k x) = 1 := by
      have h1 : planeWave k x = exp (((k * x : ℝ) : ℂ) * I) := by
        unfold planeWave
        congr 1
        push_cast
        ring
      rw [normSq_eq_norm_sq, h1, norm_exp_ofReal_mul_I]
      norm_num
    show (conj (planeWave k x) * (I * k * planeWave k x)).im = k
    generalize planeWave k x = z at hn ⊢
    rw [normSq_apply] at hn
    simp only [mul_im, mul_re, conj_re, conj_im, I_re, I_im, ofReal_re, ofReal_im]
    linear_combination k * hn

end RealHamiltonianCurrent
```

```lean
#print axioms RealHamiltonianCurrent.real_hamiltonian_current
#print axioms RealHamiltonianCurrent.current_ne_zero_nodeless_independent
#print axioms RealHamiltonianCurrent.current_hasDerivAt_complex
```

```
'RealHamiltonianCurrent.real_hamiltonian_current' depends on axioms: [propext, Classical.choice, Quot.sound]
'RealHamiltonianCurrent.current_ne_zero_nodeless_independent' depends on axioms: [propext, Classical.choice, Quot.sound]
'RealHamiltonianCurrent.current_hasDerivAt_complex' depends on axioms: [propext, Classical.choice, Quot.sound]
```
